# The spin sum $\sum_r u_r\bar u_r=\not p+M$ for normalised Dirac spinors with $M\neq0$

To compute an unpolarised tree-level rate in quantum electrodynamics, one squares an amplitude $\bar u'\Gamma u$, sums over the final spins and averages over the initial ones. Apart from the factor $\tfrac12$ that averages over the spin of an incoming electron, each external electron then contributes $\sum_r u_r\bar u_r$, which is replaced by $\not p+m$, and the squared amplitude becomes a trace of Dirac matrices. The replacement holds for two free spinors of mass $m>0$ and the same momentum, normalised to $\bar u_ru_s=2m\delta_{rs}$, in every $4\times4$ representation satisfying the two matrix conditions below.

## Dirac matrices, spinors and their sum

The metric has signature $(+,-,-,-)$, with diagonal entries $\eta_\mu$.

```lean
import Mathlib

open Matrix

namespace SpinorCompleteness

noncomputable section

/-- The diagonal of the Minkowski metric, with signature (+,−,−,−). -/
def η : Fin 4 → ℝ := ![1, -1, -1, -1]
```

`IsDirac g` collects the two conditions on the matrices $g^\mu$, usually written $\gamma^\mu$: the Clifford relations and $g^0(g^\mu)^\dagger g^0=g^\mu$.

```lean
/-- Dirac matrices: four 4 by 4 matrices with the Clifford anticommutators and
`g0 (g^μ)† g0 = g^μ`. -/
structure IsDirac (g : Fin 4 → Matrix (Fin 4) (Fin 4) ℂ) : Prop where
  clifford : ∀ μ ν, g μ * g ν + g ν * g μ =
    (if μ = ν then 2 * (η μ : ℂ) else 0) • (1 : Matrix (Fin 4) (Fin 4) ℂ)
  adjoint : ∀ μ, g 0 * (g μ)ᴴ * g 0 = g μ
```

The components $p^\mu$ are upper and real, so $\not p=\sum_\mu\eta_\mu p^\mu g^\mu$ and $p\cdot p=\sum_\mu\eta_\mu(p^\mu)^2$.

```lean
/-- The Feynman slash of a real four-vector with upper components `p μ`. -/
def slash (g : Fin 4 → Matrix (Fin 4) (Fin 4) ℂ) (p : Fin 4 → ℝ) :
    Matrix (Fin 4) (Fin 4) ℂ :=
  ∑ μ, ((η μ * p μ : ℝ) : ℂ) • g μ

/-- The Minkowski square `p·p`. -/
def minkowskiSq (p : Fin 4 → ℝ) : ℝ := ∑ μ, η μ * p μ ^ 2
```

A spinor $u$ is a complex column with four entries, and $\bar u=u^\dagger g^0$ is a row. The product `⬝ᵥ` does not conjugate; the conjugation is already in `bar`.

```lean
/-- The Dirac adjoint `ū = u† g0`, a row vector. -/
def bar (g : Fin 4 → Matrix (Fin 4) (Fin 4) ℂ) (u : Fin 4 → ℂ) : Fin 4 → ℂ :=
  star u ᵥ* g 0
```

`IsSpinorPair` says that $\not p u_r=Mu_r$ and $\bar u_ru_s=2M\delta_{rs}$. Here $r,s$ take the values 0 and 1, while the code comments call the spinors u₁ and u₂. The real number $M$ is the mass $m$ for electron spinors. With $M=-m$ it describes the solutions of $(\not p+m)v=0$, normalised to $-2m$.

```lean
/-- Two solutions of `(slash(p) - M) u = 0` with `ū_r u_s = 2 M δ_rs`. -/
structure IsSpinorPair (g : Fin 4 → Matrix (Fin 4) (Fin 4) ℂ) (p : Fin 4 → ℝ) (M : ℝ)
    (u : Fin 2 → Fin 4 → ℂ) : Prop where
  dirac : ∀ r, slash g p *ᵥ u r = (M : ℂ) • u r
  normal : ∀ r s, bar g (u r) ⬝ᵥ u s = if r = s then 2 * (M : ℂ) else 0
```

The spin sum $S=\sum_r u_r\bar u_r$ adds two outer products.

```lean
/-- The spin sum `u₁ ū₁ + u₂ ū₂`. -/
def spinSum (g : Fin 4 → Matrix (Fin 4) (Fin 4) ℂ) (u : Fin 2 → Fin 4 → ℂ) :
    Matrix (Fin 4) (Fin 4) ℂ :=
  ∑ r, vecMulVec (u r) (bar g (u r))
```

These conditions are algebraic and concern one momentum. That the $u_r$ are the two spin states of an electron on an external line is a physical identification made separately.

## Clifford relations: the energy–momentum relation

The Clifford relations make $\not p^2$ the number $p\cdot p$ times the identity, so a nonzero solution of $\not pu=Mu$ requires $p\cdot p=M^2$. Symmetrising the double sum gives

$$\not p^2=\tfrac12\sum_{\mu\nu}\eta_\mu\eta_\nu p^\mu p^\nu(g^\mu g^\nu+g^\nu g^\mu)=\sum_\mu\eta_\mu(p^\mu)^2=p\cdot p .$$

They also remove the trace. For $\nu\ne\mu$, $g^\nu g^\mu g^\nu=-g^\mu g^\nu g^\nu=-\eta_\nu g^\mu$. By cyclicity the left side has trace $\eta_\nu\operatorname{tr}g^\mu$, so $\operatorname{tr}g^\mu=0$ and $\operatorname{tr}\not p=0$.

In Lean, `gamma_sq` halves the diagonal relation, `slash_sq` expands the product and cancels mixed terms in pairs, and `trace_slash` moves a matrix around the trace.

```lean
variable {g : Fin 4 → Matrix (Fin 4) (Fin 4) ℂ} {p : Fin 4 → ℝ} {M : ℝ}
  {u : Fin 2 → Fin 4 → ℂ}

/-- Each Dirac matrix squares to its diagonal entry of the metric. -/
theorem gamma_sq (h : IsDirac g) (μ : Fin 4) :
    g μ * g μ = (η μ : ℂ) • (1 : Matrix (Fin 4) (Fin 4) ℂ) := by
  have h2 := h.clifford μ μ
  rw [if_pos rfl] at h2
  linear_combination (norm := module) (1 / 2 : ℂ) • h2

/-- For Dirac matrices, `slash(p)² = p·p`. -/
theorem slash_sq (h : IsDirac g) (p : Fin 4 → ℝ) :
    slash g p * slash g p = (minkowskiSq p : ℂ) • (1 : Matrix (Fin 4) (Fin 4) ℂ) := by
  have anti : ∀ μ ν, μ ≠ ν → g μ * g ν = -(g ν * g μ) := fun μ ν hne => by
    have h2 := h.clifford μ ν
    rw [if_neg hne, zero_smul] at h2
    exact eq_neg_of_add_eq_zero_left h2
  have e0 : η 0 = 1 := rfl
  have e1 : η 1 = -1 := rfl
  have e2 : η 2 = -1 := rfl
  have e3 : η 3 = -1 := rfl
  -- the mixed products cancel in pairs
  simp only [slash, minkowskiSq, Fin.sum_univ_four, add_mul, mul_add, smul_mul_assoc,
    mul_smul_comm, gamma_sq h, anti 1 0 (by decide), anti 2 0 (by decide),
    anti 3 0 (by decide), anti 2 1 (by decide), anti 3 1 (by decide),
    anti 3 2 (by decide), e0, e1, e2, e3, Complex.ofReal_mul, Complex.ofReal_add,
    Complex.ofReal_neg, Complex.ofReal_one, Complex.ofReal_pow]
  module

/-- For Dirac matrices, `slash(p)` is traceless. -/
theorem trace_slash (h : IsDirac g) (p : Fin 4 → ℝ) : trace (slash g p) = 0 := by
  have key : ∀ μ, trace (g μ) = 0 := fun μ => by
    -- move another Dirac matrix around the trace
    obtain ⟨ν, hν⟩ := exists_ne μ
    have h2 := h.clifford ν μ
    rw [if_neg hν, zero_smul] at h2
    have h3 : g ν * g μ * g ν = -(g μ * g ν * g ν) := by
      rw [eq_neg_of_add_eq_zero_left h2, neg_mul]
    have h4 := congrArg trace h3
    rw [trace_mul_comm, ← mul_assoc, gamma_sq h ν, mul_assoc (g μ), gamma_sq h ν] at h4
    simp only [smul_mul_assoc, one_mul, mul_smul_comm, mul_one, trace_neg, trace_smul,
      smul_eq_mul] at h4
    have h5 : (η ν : ℂ) * trace (g μ) = 0 := by linear_combination h4 / 2
    have h6 : (η ν : ℂ) ≠ 0 := by fin_cases ν <;> simp [η]
    exact (mul_eq_zero.mp h5).resolve_left h6
  simp only [slash, trace_sum, trace_smul, key, smul_zero, Finset.sum_const_zero]
```

The adjoint relation and $(g^0)^2=1$ alone do not suffice. Take $g^0=1$, $g^i=0$ for $i=1,2,3$, and $p=(m,0,0,0)$. Two orthogonal columns of squared length $2m$ satisfy the spinor conditions, but their sum has rank two, whereas $\not p+m=2m\cdot1$ has rank four.

## Four components: room for two spin states

The size enters through $\operatorname{tr}(\not p+M)=4M$, to be matched by two spinors contributing $2M$ each. Equal traces will be enough because the difference, suitably scaled, is idempotent: the trace of an idempotent matrix is its rank, so trace zero forces the matrix to vanish. `eq_zero_of_idempotent` proves this by treating the matrix as a projection onto its range.

```lean
/-- An idempotent 4 by 4 matrix of trace zero vanishes. -/
theorem eq_zero_of_idempotent {E : Matrix (Fin 4) (Fin 4) ℂ} (h : E * E = E)
    (ht : trace E = 0) : E = 0 := by
  have hp : LinearMap.IsProj (LinearMap.range (toLin' E)) (toLin' E) :=
    ⟨fun x => ⟨x, rfl⟩, by
      rintro _ ⟨y, rfl⟩
      rw [toLin'_apply, toLin'_apply, mulVec_mulVec, h]⟩
  -- the trace of a projection is its rank
  have h1 := hp.trace
  rw [LinearMap.trace_eq_matrix_trace ℂ (Pi.basisFun ℂ (Fin 4)),
    LinearMap.toMatrix_eq_toMatrix', LinearMap.toMatrix'_toLin', ht] at h1
  have h2 : Module.finrank ℂ (LinearMap.range (toLin' E)) = 0 := by
    exact_mod_cast h1.symm
  have h3 := LinearMap.range_eq_bot.mp (Submodule.finrank_eq_zero.mp h2)
  exact toLin'.injective (by rw [h3, map_zero])
```

The next lemma is the rule $(ab)c=(b\cdot c)a$ for a column $a$, a row $b$ and a column $c$.

```lean
/-- The outer product `a b` applied to `c` is `(b·c) a`. -/
theorem outer_mulVec (a b c : Fin 4 → ℂ) : vecMulVec a b *ᵥ c = (b ⬝ᵥ c) • a := by
  ext i
  simp only [mulVec, dotProduct, vecMulVec_apply, Pi.smul_apply, smul_eq_mul,
    Finset.sum_mul]
  exact Finset.sum_congr rfl fun j _ => by ring
```

With $8\times8$ Dirac matrices and $p\cdot p=M^2\neq0$, $\not p+M$ has rank four, and two spinors cannot produce it.

## Adjoint relation and real momentum: the equation for $\bar u$

The adjoint relation makes $g^0$ Hermitian and the spatial matrices anti-Hermitian, as a Hermitian Dirac Hamiltonian requires. Since $p$ is real, $g^0\not p^\dagger g^0=\not p$, and $(g^0)^2=1$ gives $g^0\not p=\not p^\dagger g^0$. Hence, with $M$ real,

$$\bar u\not p=u^\dagger\not p^\dagger g^0=(\not pu)^\dagger g^0=M\bar u .$$

`bar_slash` follows this chain; for complex $p$ it would produce the conjugate momentum.

```lean
/-- The adjoint Dirac equation: for Dirac matrices, if `slash(p) w = M w` with real `p` and `M`,
then `w̄ slash(p) = M w̄`. -/
theorem bar_slash (h : IsDirac g) {w : Fin 4 → ℂ} (hw : slash g p *ᵥ w = (M : ℂ) • w) :
    bar g w ᵥ* slash g p = (M : ℂ) • bar g w := by
  have hadj : g 0 * (slash g p)ᴴ * g 0 = slash g p := by
    simp only [slash, conjTranspose_sum, conjTranspose_smul, Finset.mul_sum,
      Finset.sum_mul, mul_smul_comm, smul_mul_assoc, h.adjoint, RCLike.star_def,
      Complex.conj_ofReal]
  have h0 : g 0 * g 0 = 1 := by
    rw [gamma_sq h 0]
    simp [η]
  have hg : g 0 * slash g p = (slash g p)ᴴ * g 0 := by
    conv_lhs => rw [← hadj]
    rw [← mul_assoc, ← mul_assoc, h0, one_mul]
  rw [bar, vecMul_vecMul, hg, ← vecMul_vecMul, ← star_mulVec, hw, star_smul,
    smul_vecMul, RCLike.star_def, Complex.conj_ofReal]
```

The Clifford relations alone are not enough. Conjugate the Dirac representation by $A=1+e_0e_2^T$, where $e_0,\dots,e_3$ are the basis columns. At rest, $\sqrt{2m}\,e_0$ and $\sqrt{2m}\,e_1$ still satisfy the spinor conditions, but entry $(0,2)$ is $-4m$ in $S$ and $-2m$ in $\not p+m$.

## Nonzero mass: the shell condition and the massless limit

The condition $p\cdot p=M^2$ follows from the other hypotheses. Applying $\not p$ twice gives $(p\cdot p)u_0=M^2u_0$. Contracting with $\bar u_0$ gives $2M\,p\cdot p=2M\,M^2$, and $M\neq0$ allows the division.

```lean
/-- For Dirac matrices, a normalised pair of solutions with `M ≠ 0` exists only on the mass shell
`p·p = M²`. -/
theorem mass_shell (h : IsDirac g) (hM : M ≠ 0) (hu : IsSpinorPair g p M u) :
    minkowskiSq p = M ^ 2 := by
  have h1 : (slash g p * slash g p) *ᵥ u 0 = ((M : ℂ) * M) • u 0 := by
    rw [← mulVec_mulVec, hu.dirac, mulVec_smul, hu.dirac, smul_smul]
  rw [slash_sq h, smul_mulVec, one_mulVec] at h1
  have h2 := congrArg (fun x => bar g (u 0) ⬝ᵥ x) h1
  simp only [dotProduct_smul, hu.normal, smul_eq_mul, if_true] at h2
  have h3 : (2 * (M : ℂ)) ≠ 0 := mul_ne_zero two_ne_zero (by exact_mod_cast hM)
  have h4 := mul_right_cancel₀ h3 h2
  rw [pow_two]
  exact_mod_cast h4
```

At $M=0$ the conditions admit $u_0=u_1=0$ for every $p$, so $S=0$ even when $\not p\neq0$. The right side tends to $\not p$ as $M\to0$, but $\bar uu=0$ no longer fixes the size of a spinor; massless spinors need another normalisation, such as $u^\dagger u=2p^0$.

## Dirac equation and normalisation: the sum itself

The Dirac equation selects the momentum, and the normalisation makes the two states independent and sets their scale. From the equations for $u_r$ and $\bar u_r$, $\not pS=S\not p=MS$. The normalisation gives $Su_s=2Mu_s$, hence $S^2=2MS$, and $\operatorname{tr}S=\sum_r\bar u_ru_r=4M$.

Put $D=\not p+M-S$. Since $\not p^2=M^2$,

$$D^2=(2M^2+2M\not p)-2MS-2MS+2MS=2MD,$$

and $\operatorname{tr}D=0+4M-4M=0$. So $D/(2M)$ is idempotent with trace zero, and $D=0$.

In `spin_sum`, `hqS`, `hSq`, `hSS` and `htS` are the four facts about $S$; `hDD` and `htD` are those about $D$.

```lean
/-- Spinor completeness: for any Dirac matrices, real `p` and real `M ≠ 0`, two solutions of
`(slash(p) - M) u = 0` with `ū_r u_s = 2 M δ_rs` satisfy `u₁ ū₁ + u₂ ū₂ = slash(p) + M`. -/
theorem spin_sum (h : IsDirac g) (hM : M ≠ 0) (hu : IsSpinorPair g p M u) :
    spinSum g u = slash g p + (M : ℂ) • (1 : Matrix (Fin 4) (Fin 4) ℂ) := by
  have h2 : (2 * (M : ℂ)) ≠ 0 := mul_ne_zero two_ne_zero (by exact_mod_cast hM)
  have hqq := slash_sq h p
  rw [mass_shell h hM hu, Complex.ofReal_pow] at hqq
  have hqS : slash g p * spinSum g u = (M : ℂ) • spinSum g u := by
    simp only [spinSum, Finset.mul_sum, mul_vecMulVec, hu.dirac, smul_vecMulVec,
      Finset.smul_sum]
  have hSq : spinSum g u * slash g p = (M : ℂ) • spinSum g u := by
    simp only [spinSum, Finset.sum_mul, vecMulVec_mul, bar_slash h (hu.dirac _),
      vecMulVec_smul, Finset.smul_sum]
  have hSu : ∀ s, spinSum g u *ᵥ u s = (2 * (M : ℂ)) • u s := fun s => by
    rw [spinSum, Fin.sum_univ_two, add_mulVec, outer_mulVec, outer_mulVec, hu.normal,
      hu.normal]
    fin_cases s <;> simp
  have hSS : spinSum g u * spinSum g u = (2 * (M : ℂ)) • spinSum g u := by
    calc spinSum g u * spinSum g u
        = ∑ r, spinSum g u * vecMulVec (u r) (bar g (u r)) := by
          rw [← Finset.mul_sum]; rfl
      _ = (2 * (M : ℂ)) • spinSum g u := by
          simp only [mul_vecMulVec, hSu, smul_vecMulVec, ← Finset.smul_sum]; rfl
  have htS : trace (spinSum g u) = 4 * (M : ℂ) := by
    rw [spinSum, Fin.sum_univ_two, trace_add, trace_vecMulVec, trace_vecMulVec,
      dotProduct_comm (u 0), dotProduct_comm (u 1), hu.normal, hu.normal]
    simp only [if_true]
    ring
  -- the defect D obeys D² = 2 M D and has trace zero
  set D := slash g p + (M : ℂ) • (1 : Matrix (Fin 4) (Fin 4) ℂ) - spinSum g u with hD
  have hDD : D * D = (2 * (M : ℂ)) • D := by
    simp only [hD, sub_mul, mul_sub, add_mul, mul_add, smul_mul_assoc, mul_smul_comm,
      one_mul, mul_one, hqq, hqS, hSq, hSS]
    module
  have htD : trace D = 0 := by
    rw [hD, trace_sub, trace_add, trace_slash h, trace_smul, trace_one, htS,
      Fintype.card_fin, smul_eq_mul]
    push_cast
    ring
  have hE : (2 * (M : ℂ))⁻¹ • D = 0 := eq_zero_of_idempotent
    (by rw [smul_mul_assoc, mul_smul_comm, hDD, inv_smul_smul₀ h2])
    (by rw [trace_smul, htD, smul_zero])
  exact (sub_eq_zero.mp ((smul_eq_zero.mp hE).resolve_left (inv_ne_zero h2))).symm
```

Spinors of another momentum $p'$ on the same shell give $\not p'+M$, and doubling both spinors multiplies the sum by four.

Applying the result to any solution $w$ of the same equation gives $2Mw=\sum_r u_r(\bar u_rw)$, the expansion of $w$ in the pair.

```lean
/-- For Dirac matrices and `M ≠ 0`, let `u₁, u₂` be solutions of `(slash(p) - M) u = 0` with
`ū_r u_s = 2 M δ_rs`. Then every solution `w` of the same equation is the combination of `u₁, u₂`
with coefficients `ū_r w / (2 M)`. -/
theorem solution_expansion (h : IsDirac g) (hM : M ≠ 0) (hu : IsSpinorPair g p M u)
    {w : Fin 4 → ℂ} (hw : slash g p *ᵥ w = (M : ℂ) • w) :
    w = ∑ r, ((bar g (u r) ⬝ᵥ w) / (2 * (M : ℂ))) • u r := by
  have h2 : (2 * (M : ℂ)) ≠ 0 := mul_ne_zero two_ne_zero (by exact_mod_cast hM)
  have h1 : spinSum g u *ᵥ w = (2 * (M : ℂ)) • w := by
    rw [spin_sum h hM hu, add_mulVec, hw, smul_mulVec, one_mulVec]
    module
  rw [spinSum, Fin.sum_univ_two, add_mulVec, outer_mulVec, outer_mulVec] at h1
  calc w = (2 * (M : ℂ))⁻¹ • ((2 * (M : ℂ)) • w) := (inv_smul_smul₀ h2 w).symm
    _ = _ := by
      rw [← h1, Fin.sum_univ_two, smul_add, smul_smul, smul_smul]
      simp only [div_eq_inv_mul]
```

## The Dirac representation: an explicit pair

```lean
/-- The Dirac representation, in which `g0` is diagonal. -/
def diracRep : Fin 4 → Matrix (Fin 4) (Fin 4) ℂ :=
  ![diagonal ![1, 1, -1, -1],
    !![0, 0, 0, 1; 0, 0, 1, 0; 0, -1, 0, 0; -1, 0, 0, 0],
    !![0, 0, 0, -Complex.I; 0, 0, Complex.I, 0; 0, Complex.I, 0, 0; -Complex.I, 0, 0, 0],
    !![0, 0, 1, 0; 0, 0, 0, -1; -1, 0, 0, 0; 0, 1, 0, 0]]
```

Take $m=3$ and $p=(5,0,0,4)$, so $p\cdot p=25-16=9$. The spinors $u_0=\sqrt2(2,0,1,0)^T$ and $u_1=\sqrt2(0,2,0,-1)^T$ solve the equation with $\bar u_ru_s=6\delta_{rs}$. Their adjoints are $\sqrt2(2,0,-1,0)$ and $\sqrt2(0,2,0,1)$, and

$$\sum_r u_r\bar u_r=\begin{pmatrix}8&0&-4&0\\0&8&0&4\\4&0&-2&0\\0&-4&0&-2\end{pmatrix}=5g^0-4g^3+3 .$$

The last theorem shows that the hypotheses are satisfiable for every $m>0$, using two spinors at rest; `spin_sum` takes the pair as given at other momenta. The Clifford relations are checked on integer matrices, with a factor $i$ restored in $g^2$.

```lean
/-- Integer matrices that equal the Dirac representation up to a factor `i` in the third. -/
def intRep : Fin 4 → Matrix (Fin 4) (Fin 4) ℤ :=
  ![!![1, 0, 0, 0; 0, 1, 0, 0; 0, 0, -1, 0; 0, 0, 0, -1],
    !![0, 0, 0, 1; 0, 0, 1, 0; 0, -1, 0, 0; -1, 0, 0, 0],
    !![0, 0, 0, -1; 0, 0, 1, 0; 0, 1, 0, 0; -1, 0, 0, 0],
    !![0, 0, 1, 0; 0, 0, 0, -1; -1, 0, 0, 0; 0, 1, 0, 0]]

set_option maxHeartbeats 400000 in
/-- The Dirac representation consists of Dirac matrices, and for `m > 0` and `p = (m,0,0,0)`
the first two basis vectors times `√(2m)` are a normalised pair of solutions. -/
theorem spin_sum_witness {m : ℝ} (hm : 0 < m) :
    IsDirac diracRep ∧ IsSpinorPair diracRep ![m, 0, 0, 0] m
      ![![(Real.sqrt (2 * m) : ℂ), 0, 0, 0], ![0, (Real.sqrt (2 * m) : ℂ), 0, 0]] := by
  have hs : (Real.sqrt (2 * m) : ℂ) * (Real.sqrt (2 * m) : ℂ) = 2 * (m : ℂ) := by
    exact_mod_cast Real.mul_self_sqrt (by positivity : 0 ≤ 2 * m)
  generalize Real.sqrt (2 * m) = c at hs ⊢
  have hp : slash diracRep ![m, 0, 0, 0] = (m : ℂ) • diracRep 0 := by
    simp [slash, Fin.sum_univ_four, η]
  refine ⟨⟨fun μ ν => ?_, fun μ => ?_⟩, ⟨fun r => ?_, fun r s => ?_⟩⟩
  · -- the products are decided over the integers and carried to ℂ
    have hsq : ∀ μ, intRep μ * intRep μ = if μ = 1 ∨ μ = 3 then -1 else 1 := by
      decide +kernel
    have hanti : ∀ μ ν, μ ≠ ν → intRep μ * intRep ν + intRep ν * intRep μ = 0 := by
      decide +kernel
    obtain ⟨f, hf⟩ : ∃ f : Matrix (Fin 4) (Fin 4) ℤ →+* Matrix (Fin 4) (Fin 4) ℂ,
        ∀ A i j, f A i j = (A i j : ℂ) :=
      ⟨(Int.castRingHom ℂ).mapMatrix, fun _ _ _ => rfl⟩
    obtain ⟨z, hd, hk⟩ : ∃ z : Fin 4 → ℂ, (∀ μ, diracRep μ = z μ • f (intRep μ)) ∧
        ∀ μ, (z μ * z μ) • f (if μ = 1 ∨ μ = 3 then -1 else 1) =
          (η μ : ℂ) • (1 : Matrix (Fin 4) (Fin 4) ℂ) := by
      refine ⟨![1, 1, Complex.I, 1], fun μ => ?_, fun μ => ?_⟩
      · fin_cases μ <;> ext i j <;> fin_cases i <;> fin_cases j <;>
          simp [diracRep, intRep, hf]
      · fin_cases μ <;> simp [η]
    obtain rfl | hne := eq_or_ne μ ν
    · rw [if_pos rfl, hd, smul_mul_smul_comm, ← map_mul f, hsq, hk]
      module
    · rw [if_neg hne, zero_smul, hd μ, hd ν, smul_mul_smul_comm, smul_mul_smul_comm,
        mul_comm (z ν), ← smul_add, ← map_mul f, ← map_mul f, ← map_add f,
        hanti μ ν hne, map_zero, smul_zero]
  · fin_cases μ <;> ext i j <;> fin_cases i <;> fin_cases j <;> simp [diracRep]
  · rw [hp, smul_mulVec]
    ext i
    fin_cases r <;> fin_cases i <;> simp [diracRep, mulVec_diagonal]
  · fin_cases r <;> fin_cases s <;>
      simp [bar, diracRep, dotProduct, Fin.sum_univ_four, vecMul_diagonal, hs]

end

end SpinorCompleteness
```

```lean
#print axioms SpinorCompleteness.spin_sum
#print axioms SpinorCompleteness.solution_expansion
```

```
'SpinorCompleteness.spin_sum' depends on axioms: [propext, Classical.choice, Quot.sound]
'SpinorCompleteness.solution_expansion' depends on axioms: [propext, Classical.choice, Quot.sound]
```
